# On a connected hopping graph with occupied and empty levels, a nonzero scissors correction is not a local potential

Take two equivalent sites, 0 and 1, with hopping element −1 between them. In matrix form, with rows separated by a semicolon,

H = [0, −1; −1, 0].

The even combination (1, 1)/√2 has energy −1 and is occupied. The odd combination (1, −1)/√2 has energy +1 and is empty. The projector on the occupied level is

P = [1/2, 1/2; 1/2, 1/2].

A scissors correction raises the empty level by s and leaves the occupied one alone. It adds to H the operator

s(1 − P) = [s/2, −s/2; −s/2, s/2].

The off-diagonal element −s/2 changes the hopping. A local potential, which is diagonal in the sites, cannot do that, so for s ≠ 0 no local potential equals this correction.

## From two sites to a connected graph

Let H be a complex matrix on a finite set of sites. Join two distinct sites a and b by a bond when H_ab or H_ba is nonzero, and suppose that the resulting graph is connected. Let P satisfy P² = P and PH = HP, with P neither 0 nor 1, and let s ≠ 0. The claim is that no diagonal matrix v satisfies

H + v = H + s(1 − P).

The correction does what its name says. If Hψ = Eψ and Pψ = 0, then

(H + s(1 − P))ψ = Eψ + sψ = (E + s)ψ.

If instead Pψ = ψ, the added term vanishes and the energy stays E.

Suppose now that some diagonal v, with entries v_a, did satisfy the equation. Subtracting H gives v = s(1 − P), and since P commutes with H, so does v. The (a, b) element of vH = Hv reads

v_a H_ab = H_ab v_b.

Where H_ab ≠ 0 this gives v_a = v_b. The potential therefore agrees at the two ends of every bond, and by following a path of bonds it agrees on all sites. Call the common value c. Then s(1 − P) = c·1, so

P = e·1, with e = 1 − c/s.

From P² = P follows e² = e, that is e(e − 1) = 0. Hence P is 0 or 1, which was excluded.

Commutation matters here. For the dimer H, replace P by the projector on site 0, diag(1, 0). It is an orthogonal projector, neither 0 nor 1, but it does not commute with H, and s(1 − P) = diag(0, s) is local. Without the commutation condition the conclusion can fail even on a connected graph.

## Disconnected graphs admit a local scissors shift

If the graph is not connected, choose sites i and j with no path between them. Let p_k = 1 if site k can be reached from i, and p_k = 0 otherwise, and set P = diag(p). The entries are real and satisfy p_k² = p_k, so P is an orthogonal projector. It commutes with H because

(PH − HP)_kl = (p_k − p_l) H_kl = 0:

where H_kl ≠ 0, the sites k and l coincide or share a bond, and p_k = p_l. Since p_i = 1 and p_j = 0, P is neither 0 nor 1. Its scissors correction is the local potential s(1 − p_k).

This P selects a connected component, and its levels need not be the lowest ones. Other projectors on the same disconnected system may still have a nonlocal correction.

## For the dimer with s ≥ 0, the levels alone can be matched

The result above excludes equality of the operators. It does not decide whether a local potential can reproduce the energies; for the dimer with s ≥ 0, one can. The scissors-corrected levels of the dimer are −1 and 1 + s, with secular determinant

(E + 1)(E − 1 − s) = E² − sE − 1 − s.

A local potential with values v₀ and v₁ gives

(E − v₀)(E − v₁) − 1 = E² − (v₀ + v₁)E + v₀v₁ − 1.

The two agree at every E when v₀ + v₁ = s and v₀v₁ = −s. With r = v₀ − v₁ this means

r² = s² + 4s,

which has a real solution for every s ≥ 0, and then v₀ = (s + r)/2 and v₁ = (s − r)/2. For s > 0 the wavefunctions do change. At s = 1 the lower level has weights of about 0.13 and 0.87 on the two sites, where the scissors operator keeps 1/2 and 1/2.

For a non-interacting Hamiltonian on a finite real-space grid, where the kinetic stencil connects any two grid points, directly or through a chain of others, a rigid gap correction thus cannot be absorbed into the local potential as an operator, even if a local potential happens to reproduce the corrected levels.

## The operators in Lean

The sites are the elements of a finite type `n`, and operators are complex matrices indexed by it.

```lean
import Mathlib

open Matrix

namespace ScissorsCorrection

noncomputable section

variable {n : Type*} [Fintype n] [DecidableEq n]
```

The bonds are encoded as a simple graph. `SimpleGraph.fromRel` makes the relation symmetric and removes loops, so on-site energies play no part and a nonzero element in either direction is enough for a bond.

```lean
/-- The hopping graph of `H`: two distinct sites are joined when `H` has a nonzero
matrix element between them, in either direction. -/
def hoppingGraph {n : Type*} (H : Matrix n n ℂ) : SimpleGraph n :=
  SimpleGraph.fromRel (fun i j => H i j ≠ 0)
```

The shift `s` is a complex number and `P` an arbitrary matrix in the next definition. The projector property enters only as a hypothesis of the theorems that use it.

```lean
/-- The scissors-corrected Hamiltonian `H + s (1 - P)` with shift `s`, defined for any matrix `P`.
In the physical case `P` is the projector on the occupied levels. -/
def scissors {n : Type*} [DecidableEq n] (H P : Matrix n n ℂ) (s : ℂ) : Matrix n n ℂ :=
  H + s • (1 - P)
```

## Action on the levels

Here `*ᵥ` is the action of a matrix on a vector. An empty level is expressed by `P *ᵥ ψ = 0`, an occupied one by `P *ᵥ ψ = ψ`. Both proofs expand the definition and substitute these two equations, as in the calculation by hand.

```lean
/-- An eigenvector of `H` annihilated by `P` (an empty level) remains an eigenvector
of the scissors-corrected Hamiltonian, with its energy shifted by `s`. -/
theorem scissors_empty_level {H P : Matrix n n ℂ} {s E : ℂ} {ψ : n → ℂ}
    (hH : H *ᵥ ψ = E • ψ) (hP : P *ᵥ ψ = 0) :
    scissors H P s *ᵥ ψ = (E + s) • ψ := by
  rw [scissors, Matrix.add_mulVec, Matrix.smul_mulVec, Matrix.sub_mulVec,
    Matrix.one_mulVec, hH, hP, sub_zero, add_smul]

/-- An eigenvector of `H` left fixed by `P` (an occupied level) remains an eigenvector
of the scissors-corrected Hamiltonian, with unchanged energy. -/
theorem scissors_occupied_level {H P : Matrix n n ℂ} {s E : ℂ} {ψ : n → ℂ}
    (hH : H *ᵥ ψ = E • ψ) (hP : P *ᵥ ψ = ψ) :
    scissors H P s *ᵥ ψ = E • ψ := by
  rw [scissors, Matrix.add_mulVec, Matrix.smul_mulVec, Matrix.sub_mulVec,
    Matrix.one_mulVec, hH, hP, sub_self, smul_zero, add_zero]
```

## Constancy along bonds

A local potential is `diagonal v` with `v : n → ℂ`. This is locality in the site basis. In a basis of overlapping or extended orbitals, a potential that is multiplicative in real space is generally not diagonal, and the theorem does not speak about it.

`Preconnected` says that any two sites are joined by a path. In the proof, `step` reads off the (a, b) element of the commutation relation and cancels `H a b`. The induction on the walk `w` then carries the equality from `i` to `j`, one bond at a time; `h.elim` handles the two directions in which a bond may have its nonzero element.

```lean
/-- If the hopping graph of `H` is connected, a local potential that commutes with `H`
has the same value on all sites. -/
theorem commuting_local_potential_constant {H : Matrix n n ℂ}
    (hc : (hoppingGraph H).Preconnected) {v : n → ℂ}
    (hv : diagonal v * H = H * diagonal v) (i j : n) : v i = v j := by
  -- the potential agrees at the two ends of each bond
  have step : ∀ a b, H a b ≠ 0 → v a = v b := by
    intro a b hab
    have h : (diagonal v * H) a b = (H * diagonal v) a b := by rw [hv]
    rw [Matrix.diagonal_mul, Matrix.mul_diagonal] at h
    exact mul_right_cancel₀ hab (h.trans (mul_comm _ _))
  -- follow a path of bonds from `i` to `j`
  obtain ⟨w⟩ := hc i j
  induction w with
  | nil => rfl
  | cons hadj _ ih =>
    obtain ⟨_, h⟩ := (SimpleGraph.fromRel_adj _ _ _).1 hadj
    exact (h.elim (step _ _) (fun h' => (step _ _ h').symm)).trans ih
```

## No local potential equals the correction

The hypotheses are a connected hopping graph (`hc`), idempotency (`hP`), commutation with `H` (`hcomm`), the presence of both occupied and empty levels (`h0`, `h1`) and a nonzero shift (`hs`). Neither symmetry of `H` nor orthogonality of `P` is required, so a real symmetric `H` with an orthogonal projector is a special case. The potential `v` may even be complex. On a single site every idempotent is 0 or 1, so the hypotheses can be met only from two sites upwards.

The proof assumes equality and removes `H` with `add_left_cancel`. It derives commutation in `hvc` and constancy in `hconst`. A site `i₀` is then chosen to supply the constant value; if there are no sites at all, `P` is 0 and `h0` is contradicted. The number `e` is `1 - s⁻¹ * v i₀`, the e of the derivation above. Comparing the diagonal elements of P² and P at `i₀` gives `h5`, and its two solutions contradict `h0` and `h1`.

```lean
/-- Let `H` have a connected hopping graph and let the projector `P` commute with `H`
and be neither `0` nor `1`. Then no local potential added to `H` gives the
scissors-corrected Hamiltonian with a nonzero shift `s`. -/
theorem scissors_not_local {H P : Matrix n n ℂ} {s : ℂ}
    (hc : (hoppingGraph H).Preconnected) (hP : P * P = P) (hcomm : P * H = H * P)
    (h0 : P ≠ 0) (h1 : P ≠ 1) (hs : s ≠ 0) (v : n → ℂ) :
    H + diagonal v ≠ scissors H P s := by
  intro h
  have hv : diagonal v = s • (1 - P) := add_left_cancel h
  have hvc : diagonal v * H = H * diagonal v := by
    rw [hv, smul_mul_assoc, mul_smul_comm, sub_mul, mul_sub, one_mul, mul_one, hcomm]
  have hconst := commuting_local_potential_constant hc hvc
  rcases isEmpty_or_nonempty n with hn | ⟨⟨i₀⟩⟩
  · exact h0 (by ext i; exact isEmptyElim i)
  -- a constant potential forces the projector to be a multiple of the identity
  obtain ⟨e, hPe⟩ : ∃ e : ℂ, P = e • (1 : Matrix n n ℂ) := by
    have hvi : v = fun _ => v i₀ := funext fun a => hconst a i₀
    have h2 : s • (1 - P) = v i₀ • (1 : Matrix n n ℂ) := by
      rw [← hv, Matrix.smul_one_eq_diagonal]
      exact congrArg diagonal hvi
    have h3 : 1 - P = (s⁻¹ * v i₀) • (1 : Matrix n n ℂ) := by
      rw [mul_smul, ← h2, smul_smul, inv_mul_cancel₀ hs, one_smul]
    refine ⟨1 - s⁻¹ * v i₀, ?_⟩
    rw [sub_smul, one_smul, ← h3, sub_sub_cancel]
  -- idempotency leaves only the multiples `0` and `1`
  have h4 : (P * P) i₀ i₀ = P i₀ i₀ := by rw [hP]
  rw [hPe] at h4
  simp only [smul_mul_assoc, one_mul, Matrix.smul_apply, Matrix.one_apply_eq,
    smul_eq_mul, mul_one] at h4
  have h5 : e * (e - 1) = 0 := by linear_combination h4
  rcases mul_eq_zero.1 h5 with h6 | h6
  · exact h0 (by rw [hPe, h6, zero_smul])
  · exact h1 (by rw [hPe, sub_eq_zero.1 h6, one_smul])
```

## The projector on one component

The next theorem supplies the converse: for every `H` whose graph is not connected there is one Hermitian projector, with all the properties required before, whose correction is local for every `s`. The order of the quantifiers matters, since `P` is chosen first and serves all shifts.

The function `p` is the indicator of the sites reachable from `i`. The six bullets prove, in order, that `diagonal p` is Hermitian, is idempotent, commutes with `H`, differs from 0 (seen at site `i`), differs from 1 (seen at site `j`), and has the local correction with values `s * (1 - p k)`. The third bullet contains the argument that two sites sharing a bond are either both reachable from `i` or both unreachable.

```lean
/-- If the hopping graph of `H` is not connected, there is an orthogonal projector
commuting with `H`, neither `0` nor `1`, for which every scissors shift is produced
by a local potential. -/
theorem exists_local_scissors {H : Matrix n n ℂ}
    (hc : ¬ (hoppingGraph H).Preconnected) :
    ∃ P : Matrix n n ℂ, P.IsHermitian ∧ P * P = P ∧ P * H = H * P ∧ P ≠ 0 ∧ P ≠ 1 ∧
      ∀ s : ℂ, ∃ v : n → ℂ, H + diagonal v = scissors H P s := by
  classical
  obtain ⟨i, j, hij⟩ : ∃ i j, ¬ (hoppingGraph H).Reachable i j := by
    by_contra h
    exact hc (fun a b => by_contra fun hab => h ⟨a, b, hab⟩)
  -- project on the sites that can be reached from `i`
  let p : n → ℂ := fun k => if (hoppingGraph H).Reachable i k then 1 else 0
  have hpi : p i = 1 := if_pos (SimpleGraph.Reachable.refl _)
  have hpj : p j = 0 := if_neg hij
  refine ⟨diagonal p, ?_, ?_, ?_, ?_, ?_, ?_⟩
  · rw [Matrix.IsHermitian, Matrix.diagonal_conjTranspose]
    exact congrArg diagonal (funext fun k => by
      by_cases h : (hoppingGraph H).Reachable i k <;> simp [p, h])
  · rw [Matrix.diagonal_mul_diagonal]
    exact congrArg diagonal (funext fun k => by
      by_cases h : (hoppingGraph H).Reachable i k <;> simp [p, h])
  · ext k l
    rw [Matrix.diagonal_mul, Matrix.mul_diagonal]
    by_cases hkl : H k l = 0
    · simp [hkl]
    · have hp : p k = p l := by
        by_cases hne : k = l
        · rw [hne]
        · have hadj : (hoppingGraph H).Adj k l :=
            (SimpleGraph.fromRel_adj _ _ _).2 ⟨hne, Or.inl hkl⟩
          have hiff : (hoppingGraph H).Reachable i k ↔ (hoppingGraph H).Reachable i l :=
            ⟨fun h => h.trans hadj.reachable, fun h => h.trans hadj.symm.reachable⟩
          simp only [p, hiff]
      rw [hp, mul_comm]
  · intro h
    have h2 : diagonal p i i = (0 : Matrix n n ℂ) i i := by rw [h]
    rw [Matrix.diagonal_apply_eq, hpi] at h2
    exact one_ne_zero h2
  · intro h
    have h2 : diagonal p j j = (1 : Matrix n n ℂ) j j := by rw [h]
    rw [Matrix.diagonal_apply_eq, hpj, Matrix.one_apply_eq] at h2
    exact zero_ne_one h2
  · intro s
    refine ⟨fun k => s * (1 - p k), ?_⟩
    rw [scissors]
    congr 1
    ext a b
    by_cases hab : a = b
    · subst hab
      simp
    · simp [hab]
```

## The dimer in Lean

The two matrices are those of the opening example, with the magnitude of the hopping as the unit of energy.

```lean
/-- The symmetric dimer: two equivalent sites with hopping element `-1`. -/
def dimerH : Matrix (Fin 2) (Fin 2) ℂ := !![0, -1; -1, 0]

/-- The projector on the even combination of the two dimer sites. -/
def dimerP : Matrix (Fin 2) (Fin 2) ℂ := !![1/2, 1/2; 1/2, 1/2]
```

The following theorem confirms that the dimer meets the conditions on `H` and `P` in `scissors_not_local`, which therefore applies to it for every nonzero `s`. The bond between sites 0 and 1 gives connectedness, and the matrix identities are checked element by element.

```lean
/-- The dimer has a connected hopping graph, and `dimerP` is a projector commuting
with `dimerH` that is neither `0` nor `1`. -/
theorem scissors_not_local_witness :
    (hoppingGraph dimerH).Preconnected ∧ dimerP * dimerP = dimerP ∧
      dimerP * dimerH = dimerH * dimerP ∧ dimerP ≠ 0 ∧ dimerP ≠ 1 := by
  refine ⟨?_, ?_, ?_, ?_, ?_⟩
  · have h01 : (hoppingGraph dimerH).Adj 0 1 :=
      (SimpleGraph.fromRel_adj _ _ _).2 ⟨by decide, Or.inl (by simp [dimerH])⟩
    intro a b
    fin_cases a <;> fin_cases b
    · exact SimpleGraph.Reachable.refl _
    · exact h01.reachable
    · exact h01.symm.reachable
    · exact SimpleGraph.Reachable.refl _
  · ext i j
    fin_cases i <;> fin_cases j <;>
      simp [dimerP, Matrix.mul_apply, Fin.sum_univ_succ] <;> norm_num
  · ext i j
    fin_cases i <;> fin_cases j <;>
      simp [dimerP, dimerH, Matrix.mul_apply, Fin.sum_univ_succ]
  · intro h
    have h2 := congrFun (congrFun h 0) 0
    simp [dimerP] at h2
  · intro h
    have h2 := congrFun (congrFun h 0) 1
    simp [dimerP] at h2
```

The last theorem states the equality of levels. The potential `v` is real, and the two secular determinants agree at every complex energy `E`, so the eigenvalues agree with their multiplicities. The hypothesis `0 ≤ s` ensures that s² + 4s has a real square root, which the proof calls `r`. After `Matrix.det_fin_two` has expanded both determinants, they differ by a multiple of r² − s² − 4s, and `linear_combination` closes the goal with the factor −1/4.

```lean
/-- For every shift `s ≥ 0` some real local potential gives the dimer the same secular
determinant, at every energy `E`, as the scissors correction does. -/
theorem dimer_local_same_spectrum (s : ℝ) (hs : 0 ≤ s) :
    ∃ v : Fin 2 → ℝ, ∀ E : ℂ,
      (E • (1 : Matrix (Fin 2) (Fin 2) ℂ) - (dimerH + diagonal fun i => (v i : ℂ))).det =
        (E • (1 : Matrix (Fin 2) (Fin 2) ℂ) - scissors dimerH dimerP s).det := by
  -- `r` is the difference of the two on-site energies
  obtain ⟨r, hr⟩ : ∃ r : ℝ, r ^ 2 = s ^ 2 + 4 * s :=
    ⟨√(s ^ 2 + 4 * s), Real.sq_sqrt (by positivity)⟩
  have hrc : (r : ℂ) ^ 2 = (s : ℂ) ^ 2 + 4 * s := by exact_mod_cast hr
  refine ⟨![(s + r) / 2, (s - r) / 2], fun E => ?_⟩
  rw [Matrix.det_fin_two, Matrix.det_fin_two]
  simp [scissors, dimerH, dimerP]
  linear_combination (-1 / 4 : ℂ) * hrc

end

end ScissorsCorrection
```

```lean
#print axioms ScissorsCorrection.scissors_occupied_level
#print axioms ScissorsCorrection.scissors_not_local
#print axioms ScissorsCorrection.exists_local_scissors
#print axioms ScissorsCorrection.dimer_local_same_spectrum
```

```
'ScissorsCorrection.scissors_occupied_level' depends on axioms: [propext, Classical.choice, Quot.sound]
'ScissorsCorrection.scissors_not_local' depends on axioms: [propext, Classical.choice, Quot.sound]
'ScissorsCorrection.exists_local_scissors' depends on axioms: [propext, Classical.choice, Quot.sound]
'ScissorsCorrection.dimer_local_same_spectrum' depends on axioms: [propext, Classical.choice, Quot.sound]
```
